# The determinantal weights of the occupation patterns with a given orbital occupied sum to the diagonal element of γ

For a finite set of orbitals and any complex square matrix `γ` indexed by them, `mean_occupation` says that the weights of the patterns in which orbital `i` is occupied sum to `γ i i`. The weight of a pattern is the determinant of the matrix with the rows of `γ` for the occupied orbitals and the rows of `1 - γ` for the empty ones.

In the physical case the orbitals are orthonormal spin-orbitals, each holding at most one fermion, and `γ i j` is the expectation value ⟨c_j† c_i⟩ in a number-conserving Gaussian state, so that the trace of `γ` is the mean particle number. The weights are then the probabilities of the patterns, and the sum is the mean occupation of orbital `i`. The lemma itself needs no such condition on `γ`.

The proof sets the counting variable of `i` to zero and all others to one in the generating function, which leaves the weight of the patterns with `i` empty, and subtracts this from the total weight, one.

This version doesn't compile in Lean 4 with Mathlib:

```lean
import Mathlib

open Matrix
open scoped ComplexOrder

namespace OccupationPatterns

noncomputable section

variable {n : Type*} [Fintype n] [DecidableEq n]

/-- The matrix with the rows of `γ` on the occupied set `S` and the rows of `1 - γ` elsewhere. -/
def patternMatrix (γ : Matrix n n ℂ) (S : Finset n) : Matrix n n ℂ :=
  Matrix.of fun i j => if i ∈ S then γ i j else (1 - γ) i j

/-- The weight of the pattern in which exactly the orbitals in `S` are occupied. -/
def patternWeight (γ : Matrix n n ℂ) (S : Finset n) : ℂ := (patternMatrix γ S).det

/-- The generating function of the occupation patterns, with one counting variable `z i` per
orbital, is `det (1 - γ + diag(z) γ)`. -/
theorem generating_function (γ : Matrix n n ℂ) (z : n → ℂ) :
    ∑ S : Finset n, (∏ i ∈ S, z i) * patternWeight γ S
      = (1 - γ + Matrix.diagonal z * γ).det := by
  -- expand the determinant of a sum row by row
  have h : (Matrix.diagonal z * γ + (1 - γ)).det = ∑ S : Finset n,
      (Matrix.of (S.piecewise (fun i => (Matrix.diagonal z * γ) i) (fun i => (1 - γ) i))).det :=
    (Matrix.detRowAlternating (n := n) (R := ℂ)).toMultilinearMap.map_add_univ _ _
  rw [add_comm (1 - γ), h]
  refine Finset.sum_congr rfl fun S _ => ?_
  have e : Matrix.of (S.piecewise (fun i => (Matrix.diagonal z * γ) i) (fun i => (1 - γ) i))
      = Matrix.diagonal (fun i => if i ∈ S then z i else 1) * patternMatrix γ S := by
    ext i j
    by_cases hi : i ∈ S <;> simp [patternMatrix, Finset.piecewise, Matrix.diagonal_mul, hi]
  rw [e, Matrix.det_mul, Matrix.det_diagonal, patternWeight]
  congr 1
  simp [Finset.prod_ite_mem]

/-- The weights of all occupation patterns sum to one. -/
theorem sum_patternWeight (γ : Matrix n n ℂ) : ∑ S : Finset n, patternWeight γ S = 1 := by
  simpa using generating_function γ (fun _ => 1)

/-- The total weight of the patterns in which orbital `i` is occupied is `γ i i`. -/
theorem mean_occupation (γ : Matrix n n ℂ) (i : n) :
    ∑ S : Finset n with i ∈ S, patternWeight γ S = γ i i := by
  have hgen := generating_function γ (fun j => if j = i then 0 else 1)
  have hmat : 1 - γ + Matrix.diagonal (fun j => if j = i then (0 : ℂ) else 1) * γ
      = (1 : Matrix n n ℂ).updateRow i ((1 - γ) i) := by
    ext a b
    by_cases ha : a = i
    · subst ha
      simp [Matrix.diagonal_mul]
    · simp [Matrix.diagonal_mul, Matrix.updateRow_ne, ha]
  have hdet := Matrix.cramer_transpose_apply (1 : Matrix n n ℂ) ((1 - γ) i) i
  rw [Matrix.transpose_one, Matrix.cramer_one] at hdet
  rw [hmat, ← hdet] at hgen
  have hterm : ∀ S : Finset n, (if i ∈ S then patternWeight γ S else 0)
      = patternWeight γ S - (∏ j ∈ S, if j = i then (0 : ℂ) else 1) * patternWeight γ S := by
    intro S
    by_cases hi : i ∈ S
    · rw [if_pos hi, Finset.prod_eq_zero hi (if_pos rfl), zero_mul, sub_zero]
    · rw [if_neg hi, Finset.prod_eq_one fun j hj => if_neg fun hji => hi (hji ▸ hj), one_mul,
        sub_self]
  rw [Finset.sum_filter, Finset.sum_congr rfl fun S _ => hterm S, Finset.sum_sub_distrib, hgen,
    sum_patternWeight]
  simp

end

end OccupationPatterns
```

Messages:

```
Main.lean:60:21: error(lean.synthInstanceFailed): failed to synthesize instance of type class
  CommMonoidWithZero n

Hint: Type class instance resolution failures can be inspected with the `set_option trace.Meta.synthInstance true` command.
Main.lean:61:74: error: invalid `▸` notation, argument
  hji
has type
  ?m.244
equality expected
```

Diagnosis. Both errors arise because a term given to `rw` is elaborated before it is matched with the goal, so Lean did not yet know which product was meant.

In the first, `Finset.prod_eq_zero hi (if_pos rfl)` needs a proof that the factor at `i` is zero, but the factor function is still unknown. Lean had to match this unknown function applied to `i` with the `if … then … else …` of `if_pos`. It did so by taking `i` itself as the `else` value, which made the type of the factors `n`, the type of orbitals. There is no `CommMonoidWithZero` structure on `n`; the intended factors are complex numbers. In the second, the condition that `if_neg` is to refute was still unknown, so `hji` had no known type, and `▸` needs an equality.

The repair states the value of the product first, as `hp`, with its factors written out. `Finset.prod_eq_zero` and `Finset.prod_eq_one` are then applied to goals that fix the factors, and the condition refuted is known to be `j = i`. There `rintro rfl` identifies the two orbitals, and `hi hj` is the contradiction. Rewriting with `hp` and splitting on whether `i` is in `S` then lets `simp` finish the original identity. The messages do not show that `by simp` had to replace `if_pos rfl`, or `rintro rfl` the `▸`, once the product was fixed.

Lean accepts the file once it reads:

```diff
@@ -57,8 +57,16 @@
       = patternWeight γ S - (∏ j ∈ S, if j = i then (0 : ℂ) else 1) * patternWeight γ S := by
     intro S
-    by_cases hi : i ∈ S
-    · rw [if_pos hi, Finset.prod_eq_zero hi (if_pos rfl), zero_mul, sub_zero]
-    · rw [if_neg hi, Finset.prod_eq_one fun j hj => if_neg fun hji => hi (hji ▸ hj), one_mul,
-        sub_self]
+    have hp : (∏ j ∈ S, if j = i then (0 : ℂ) else 1) = if i ∈ S then 0 else 1 := by
+      by_cases hi : i ∈ S
+      · rw [if_pos hi]
+        exact Finset.prod_eq_zero hi (by simp)
+      · rw [if_neg hi]
+        refine Finset.prod_eq_one ?_
+        intro j hj
+        refine if_neg ?_
+        rintro rfl
+        exact hi hj
+    rw [hp]
+    by_cases hi : i ∈ S <;> simp [hi]
   rw [Finset.sum_filter, Finset.sum_congr rfl fun S _ => hterm S, Finset.sum_sub_distrib, hgen,
     sum_patternWeight]
```
